# Levels of two equal metal orbitals bridged by a ligand p shell, and their degeneracy for coupling to perpendicular p orbitals

Take two metal orbitals at energy 0 and a ligand whose orbitals p_x, p_y, p_z all lie at energy D. Let the first metal orbital hop only to p_x and the second only to p_y, both with amplitude t. The problem falls apart into two identical two-level problems and an idle p_z. Each pair has the secular equation

x(x − D) = t²,

so both pairs have the same two levels, and no path leads from one metal to the other.

Now let both metal orbitals hop to p_x. Their normalised sum couples to it with strength √2 t and their normalised difference does not couple at all, which gives

x(x − D) = 2t² and x = 0.

The metal levels have split because the two orbitals share a ligand orbital. Between these cases, what matters is how far the p orbital seen by one metal overlaps with the p orbital seen by the other.

## The five-orbital Hamiltonian

In an orthonormal basis, with a real 2×3 hopping matrix V between metal and ligand, the one-electron Hamiltonian is

H = [ 0, V ; Vᵀ, D·1 ].

The index type `Fin 2 ⊕ Fin 3` keeps the two metal orbitals and the three p orbitals apart, and `fromBlocks` assembles the four blocks. The zero metal block sets the energy origin and excludes direct metal-metal hopping. The block D·1 means that the p shell has no crystal-field splitting. There is no Coulomb interaction, spin or core hole. In charge-transfer models of bridged metal dimers, a non-interacting part of this kind, often with more orbitals and further terms, describes the metal-metal coupling that runs through the ligand.

```lean
import Mathlib

open Matrix Polynomial

namespace LigandBridge

noncomputable section

/-- One-electron Hamiltonian of two metal orbitals at energy `0` and three ligand p orbitals
at energy `D`, coupled by the hopping matrix `V`. -/
def hamiltonian (D : ℝ) (V : Matrix (Fin 2) (Fin 3) ℝ) :
    Matrix (Fin 2 ⊕ Fin 3) (Fin 2 ⊕ Fin 3) ℝ :=
  fromBlocks 0 V Vᵀ (D • 1)
```

Let n₁ and n₂ be the directions of the p orbitals to which the two metal orbitals couple. The rows of V are then t n₁ and t n₂, with one common strength t. For pure σ bonding, and with suitable phases of the metal orbitals, these directions point from the ligand to the two metals, and

c = n₁·n₂

is the cosine of the metal-ligand-metal angle. With π bonding it need not be: two metal orbitals that π-bond to the p orbital perpendicular to the metal-ligand-metal plane have c = ±1 at every bond angle. The definition accepts any vectors; the theorems that need unit length assume it. Lean counts from zero, so metal index 0 belongs to n₁ and index 1 to n₂.

```lean
/-- Hopping matrix in which the two metal orbitals couple to the p shell through the vectors
`t n₁` and `t n₂`. -/
def hopping (t : ℝ) (n₁ n₂ : Fin 3 → ℝ) : Matrix (Fin 2) (Fin 3) ℝ :=
  Matrix.of ![t • n₁, t • n₂]
```

In both opening examples a metal combination meets a single ligand orbital, with squared coupling t² or 2t². Writing the squared coupling as t²(1 + c), the equation x(x − D) = t²(1 + c) has the roots

x = (D ∓ √(D² + 4t²(1 + c)))/2.

The lower root is named first.

```lean
/-- The lower root of `x (x - D) = t² (1 + c)`, for `-1 ≤ c`. -/
def lowerLevel (D t c : ℝ) : ℝ := (D - √(D ^ 2 + 4 * t ^ 2 * (1 + c))) / 2
```

The upper root differs only in the sign of the square root. The other metal combination will use the same two functions with −c in place of c.

```lean
/-- The upper root of `x (x - D) = t² (1 + c)`, for `-1 ≤ c`. -/
def upperLevel (D t c : ℝ) : ℝ := (D + √(D ^ 2 + 4 * t ^ 2 * (1 + c))) / 2
```

## Eliminating the ligand without dividing

The usual elimination solves for the ligand amplitudes and divides by x − D. Multiplying by a block triangular matrix avoids the division:

[ x, −V ; −Vᵀ, x − D ] · [ x − D, 0 ; Vᵀ, 1 ] = [ x(x − D) − VVᵀ, −V ; 0, x − D ].

The lower left block vanishes because −(x − D)Vᵀ + (x − D)Vᵀ = 0. Taking determinants, with two metal and three ligand orbitals, gives

det(x − H) · (x − D)² = (x − D)³ · det(x(x − D) − VVᵀ).

This holds for every real x, including x = D, and for every V. In the proof, `hblock` writes x − H in blocks, `hmul` is the matrix product above, and the determinant rules for block triangular matrices finish the step.

```lean
/-- Elimination of the ligand: up to powers of `x - D`, the five-level secular determinant is
the two-level determinant of `x (x - D) - V Vᵀ` on the metal orbitals. -/
theorem ligand_elimination (D x : ℝ) (V : Matrix (Fin 2) (Fin 3) ℝ) :
    (x • 1 - hamiltonian D V).det * (x - D) ^ 2 =
      (x - D) ^ 3 * ((x * (x - D)) • 1 - V * Vᵀ).det := by
  have hblock : x • 1 - hamiltonian D V =
      fromBlocks (x • 1) (-V) (-Vᵀ) ((x - D) • 1) := by
    ext (i | i) (j | j)
    · simp [hamiltonian, Matrix.one_apply]
    · simp [hamiltonian]
    · simp [hamiltonian]
    · by_cases h : i = j <;> simp [hamiltonian, h]
  -- a block triangular factor clears the ligand-metal block without any division
  have hmul : fromBlocks (x • 1) (-V) (-Vᵀ) ((x - D) • 1) *
      fromBlocks ((x - D) • 1) 0 Vᵀ 1 =
      fromBlocks ((x * (x - D)) • 1 - V * Vᵀ) (-V) 0 ((x - D) • 1) := by
    rw [fromBlocks_multiply]
    congr 1
    · simp only [Matrix.smul_mul, Matrix.mul_smul, Matrix.neg_mul, Matrix.one_mul]
      module
    · simp
    · simp only [Matrix.smul_mul, Matrix.mul_smul, Matrix.one_mul, Matrix.mul_one]
      module
    · simp
  have h2 : ((x - D) • (1 : Matrix (Fin 2) (Fin 2) ℝ)).det = (x - D) ^ 2 := by
    simp
  have h3 : ((x - D) • (1 : Matrix (Fin 3) (Fin 3) ℝ)).det = (x - D) ^ 3 := by
    simp
  have h := congrArg Matrix.det hmul
  rw [Matrix.det_mul, det_fromBlocks_zero₁₂, det_fromBlocks_zero₂₁, h2, h3,
    Matrix.det_one] at h
  rw [hblock]
  linear_combination h
```

The matrix VVᵀ collects the paths from metal to ligand and back. Its entries are scalar products of the rows of V:

VVᵀ = t² [ n₁·n₁, n₁·n₂ ; n₁·n₂, n₂·n₂ ].

Lean writes the scalar product as `⬝ᵥ`. The proof compares the four entries one at a time.

```lean
/-- The ligand-mediated coupling `V Vᵀ` of the metal orbitals is `t²` times the matrix of
scalar products of the vectors `n₁` and `n₂`. -/
theorem hopping_gram (t : ℝ) (n₁ n₂ : Fin 3 → ℝ) :
    hopping t n₁ n₂ * (hopping t n₁ n₂)ᵀ =
      !![t ^ 2 * (n₁ ⬝ᵥ n₁), t ^ 2 * (n₁ ⬝ᵥ n₂);
         t ^ 2 * (n₁ ⬝ᵥ n₂), t ^ 2 * (n₂ ⬝ᵥ n₂)] := by
  ext i j
  fin_cases i <;> fin_cases j <;>
    simp [hopping, Matrix.mul_apply, dotProduct, Fin.sum_univ_three] <;> ring
```

## The characteristic polynomial

For unit vectors the diagonal entries are t². With y = x(x − D), the remaining determinant is a difference of squares:

(y − t²)² − t⁴c² = (y − t²(1 + c))(y − t²(1 − c)).

It remains to remove the factor (x − D)² from both sides. At a fixed number x this works only for x ≠ D: at x = D the identity reads 0 = 0 and leaves det(D − H) undetermined. Cancelling between polynomials, where (X − D)² is a nonzero factor, covers all x at once. The result is

det(X − H) = (X − D)(X(X − D) − t²(1 + c))(X(X − D) − t²(1 − c)).

In the code `X` is the polynomial variable and `C` turns a real number into a constant polynomial. The proof first calls `mul_right_cancel₀`, then checks the uncancelled identity at every real x through `Polynomial.funext`; `hdet` is the difference of squares. The sign of D plays no role here.

```lean
/-- For unit vectors `n₁`, `n₂` with scalar product `c`, the five-level characteristic
polynomial is `(X - D) (X (X - D) - t² (1 + c)) (X (X - D) - t² (1 - c))`. -/
theorem charpoly_bridge (D t : ℝ) (n₁ n₂ : Fin 3 → ℝ)
    (h₁ : n₁ ⬝ᵥ n₁ = 1) (h₂ : n₂ ⬝ᵥ n₂ = 1) :
    (hamiltonian D (hopping t n₁ n₂)).charpoly =
      (X - C D) * (X * (X - C D) - C (t ^ 2 * (1 + n₁ ⬝ᵥ n₂))) *
        (X * (X - C D) - C (t ^ 2 * (1 - n₁ ⬝ᵥ n₂))) := by
  have hne : (X - C D) ^ 2 ≠ (0 : ℝ[X]) := pow_ne_zero _ (X_sub_C_ne_zero D)
  apply mul_right_cancel₀ hne
  apply Polynomial.funext
  intro x
  have h := ligand_elimination D x (hopping t n₁ n₂)
  rw [hopping_gram, h₁, h₂] at h
  -- the remaining two-level determinant factors into even and odd parts
  have hdet : ((x * (x - D)) • (1 : Matrix (Fin 2) (Fin 2) ℝ) -
      !![t ^ 2 * 1, t ^ 2 * (n₁ ⬝ᵥ n₂); t ^ 2 * (n₁ ⬝ᵥ n₂), t ^ 2 * 1]).det =
      (x * (x - D) - t ^ 2 * (1 + n₁ ⬝ᵥ n₂)) * (x * (x - D) - t ^ 2 * (1 - n₁ ⬝ᵥ n₂)) := by
    rw [Matrix.det_fin_two]
    simp
    ring
  have hs : Matrix.scalar (Fin 2 ⊕ Fin 3) x = x • 1 := by
    ext i j
    simp [Matrix.one_apply, Matrix.diagonal_apply]
  rw [hdet] at h
  simp only [eval_mul, eval_pow, eval_sub, eval_X, eval_C, Matrix.eval_charpoly]
  rw [hs]
  linear_combination h
```

## Even and odd eigenvectors

Let s = ±1, and let x solve x(x − D) = t²(1 + sc). Try metal amplitudes (x − D)(1, s) and the ligand vector b = t(n₁ + s n₂). The rows of H then give

first metal: t n₁·b = t²(1 + sc) = x(x − D),
second metal: t n₂·b = t²(c + s) = s t²(1 + sc) = s x(x − D),
ligand: t(x − D)(n₁ + s n₂) + D b = x b.

The second line uses s² = 1, which is how the theorem states that s is a sign. `Sum.elim` joins the metal and ligand amplitudes into one vector, and the `linear_combination` calls carry out the two metal rows.

The theorem also states that this vector is not zero, for which it assumes x ≠ D. If x = D solved the equation, then t²(1 + sc) = 0, hence b = 0, and the trial vector would vanish altogether.

The vector is not normalised. Its squared length is 2(x − D)(2x − D), so after normalisation the total weight on the two metals is

(x − D)/(2x − D).

For D > 0 the lower roots satisfy x ≤ 0, and this weight exceeds one half. That is the sense in which the lower levels are metal-like.

```lean
/-- For unit vectors `n₁`, `n₂` and a sign `s`, every `x ≠ D` with `x (x - D) = t² (1 + s c)` is a
level with an eigenvector that has metal amplitudes in ratio `1 : s` and ligand part proportional to
`n₁ + s n₂`. -/
theorem bridge_eigenvector (D t s x : ℝ) (n₁ n₂ : Fin 3 → ℝ)
    (h₁ : n₁ ⬝ᵥ n₁ = 1) (h₂ : n₂ ⬝ᵥ n₂ = 1) (hs : s ^ 2 = 1) (hxD : x ≠ D)
    (hx : x * (x - D) = t ^ 2 * (1 + s * (n₁ ⬝ᵥ n₂))) :
    hamiltonian D (hopping t n₁ n₂) *ᵥ
        Sum.elim ![x - D, s * (x - D)] (t • (n₁ + s • n₂)) =
      x • Sum.elim ![x - D, s * (x - D)] (t • (n₁ + s • n₂)) ∧
    Sum.elim ![x - D, s * (x - D)] (t • (n₁ + s • n₂)) ≠ 0 := by
  constructor
  · simp only [dotProduct, Fin.sum_univ_three] at h₁ h₂ hx
    ext (i | i)
    · fin_cases i
      · simp [hamiltonian, hopping, Matrix.mulVec, dotProduct, Fin.sum_univ_three]
        linear_combination t ^ 2 * h₁ - hx
      · simp [hamiltonian, hopping, Matrix.mulVec, dotProduct, Fin.sum_univ_three]
        linear_combination t ^ 2 * s * h₂ - s * hx -
          t ^ 2 * (n₁ 0 * n₂ 0 + n₁ 1 * n₂ 1 + n₁ 2 * n₂ 2) * hs
    · fin_cases i <;>
        simp [hamiltonian, hopping, Matrix.mulVec, dotProduct, Matrix.one_apply] <;> ring
  · intro h
    have h0 := congrFun h (Sum.inl 0)
    simp at h0
    exact hxD (by linarith)
```

## All five levels

The square roots in the levels need non-negative arguments. For unit vectors,

|n₁ ± n₂|² = 2(1 ± c) ≥ 0,

so both 1 + c and 1 − c are non-negative. The proof hands the squared components of n₁ ± n₂ to `nlinarith`.

```lean
/-- The scalar product of two unit vectors lies between `-1` and `1`. -/
theorem overlap_bounds (n₁ n₂ : Fin 3 → ℝ) (h₁ : n₁ ⬝ᵥ n₁ = 1) (h₂ : n₂ ⬝ᵥ n₂ = 1) :
    0 ≤ 1 + n₁ ⬝ᵥ n₂ ∧ 0 ≤ 1 + -(n₁ ⬝ᵥ n₂) := by
  simp only [dotProduct, Fin.sum_univ_three] at *
  constructor
  · nlinarith [sq_nonneg (n₁ 0 + n₂ 0), sq_nonneg (n₁ 1 + n₂ 1), sq_nonneg (n₁ 2 + n₂ 2)]
  · nlinarith [sq_nonneg (n₁ 0 - n₂ 0), sq_nonneg (n₁ 1 - n₂ 1), sq_nonneg (n₁ 2 - n₂ 2)]
```

The two roots for a given c have sum D and product −t²(1 + c), so

X(X − D) − t²(1 + c) = (X − lower(c))(X − upper(c)),

and likewise for −c. The characteristic polynomial therefore splits into five linear factors: D, the two levels for c, and the two levels for −c, with coincident levels repeated. The local lemma `factor` proves the quadratic factorisation for any c with 1 + c ≥ 0 and is applied twice.

```lean
/-- For unit vectors `n₁`, `n₂` with scalar product `c`, the five levels are `D` and the lower
and upper levels belonging to `c` and to `-c`. -/
theorem charpoly_levels (D t : ℝ) (n₁ n₂ : Fin 3 → ℝ)
    (h₁ : n₁ ⬝ᵥ n₁ = 1) (h₂ : n₂ ⬝ᵥ n₂ = 1) :
    (hamiltonian D (hopping t n₁ n₂)).charpoly =
      (X - C D) *
        ((X - C (lowerLevel D t (n₁ ⬝ᵥ n₂))) * (X - C (upperLevel D t (n₁ ⬝ᵥ n₂)))) *
        ((X - C (lowerLevel D t (-(n₁ ⬝ᵥ n₂)))) * (X - C (upperLevel D t (-(n₁ ⬝ᵥ n₂))))) := by
  have factor : ∀ c : ℝ, 0 ≤ 1 + c → X * (X - C D) - C (t ^ 2 * (1 + c)) =
      (X - C (lowerLevel D t c)) * (X - C (upperLevel D t c)) := by
    intro c hc
    have hS := Real.sq_sqrt (show 0 ≤ D ^ 2 + 4 * t ^ 2 * (1 + c) by positivity)
    apply Polynomial.funext
    intro x
    simp only [eval_mul, eval_sub, eval_X, eval_C, lowerLevel, upperLevel]
    linear_combination hS / 4
  obtain ⟨hp, hm⟩ := overlap_bounds n₁ n₂ h₁ h₂
  rw [charpoly_bridge D t n₁ n₂ h₁ h₂, sub_eq_add_neg 1 (n₁ ⬝ᵥ n₂), factor _ hp, factor _ hm]
```

## When the lower levels coincide

Setting the lower levels for c and −c equal forces their square roots to be equal, hence also the arguments:

D² + 4t²(1 + c) = D² + 4t²(1 − c), so t²c = 0.

With t ≠ 0 this means c = 0. Conversely, c = 0 makes the two expressions identical. Perpendicular coupling vectors thus give no splitting, and any other angle gives some. At t = 0 the lower levels coincide at every angle, so the equivalence fails there.

The equivalence holds for either sign of D, although the lower levels are metal-like only for a ligand above the metals. When filled ligand p levels lie below the metal d levels, D is negative and the metal-like levels are the upper ones. They coincide under the same condition, because the lower and upper levels for a given c add up to D. The equivalence concerns one-electron levels; the sign and size of a magnetic exchange coupling also depend on interactions that the model leaves out. `Real.sqrt_inj` performs the step from equal roots to equal arguments.

```lean
/-- Right-angle rule: for unit vectors `n₁`, `n₂` and nonzero hopping, the two lower levels
coincide exactly when `n₁` and `n₂` are perpendicular. -/
theorem no_splitting_iff (D t : ℝ) (ht : t ≠ 0) (n₁ n₂ : Fin 3 → ℝ)
    (h₁ : n₁ ⬝ᵥ n₁ = 1) (h₂ : n₂ ⬝ᵥ n₂ = 1) :
    lowerLevel D t (n₁ ⬝ᵥ n₂) = lowerLevel D t (-(n₁ ⬝ᵥ n₂)) ↔ n₁ ⬝ᵥ n₂ = 0 := by
  obtain ⟨hp, hm⟩ := overlap_bounds n₁ n₂ h₁ h₂
  constructor
  · intro h
    have hs : √(D ^ 2 + 4 * t ^ 2 * (1 + n₁ ⬝ᵥ n₂)) =
        √(D ^ 2 + 4 * t ^ 2 * (1 + -(n₁ ⬝ᵥ n₂))) := by
      unfold lowerLevel at h
      linarith
    rw [Real.sqrt_inj (by positivity) (by positivity)] at hs
    have h0 : t ^ 2 * (n₁ ⬝ᵥ n₂) = 0 := by linear_combination hs / 8
    exact (mul_eq_zero.mp h0).resolve_left (pow_ne_zero 2 ht)
  · intro h
    rw [h, neg_zero]
```

## A bound on the splitting

Write P and Q for the square roots belonging to c and −c. The lower levels differ by (P − Q)/2, and

(P − Q)(P + Q) = P² − Q² = 8t²c.

For D > 0 both roots are at least D, so P + Q ≥ 2D and

|P − Q|/2 = 4t²|c|/(P + Q) ≤ 2t²|c|/D.

The right-hand side is the second-order estimate: eliminating a ligand far away in energy gives an effective metal-metal hopping −t²c/D, and the splitting is twice its magnitude. In this model the estimate never falls below the true splitting. For D < 0 the same argument, with |D| in place of D, bounds the splitting of the upper levels, which are then the metal-like ones. In the proof, `e` is the difference of squares with absolute values taken, and `hDP` and `hDQ` are the lower bounds on P and Q.

```lean
/-- For unit vectors `n₁`, `n₂` with scalar product `c` and a ligand at `D > 0`, the splitting
of the two lower levels is at most `2 t² |c| / D`. -/
theorem splitting_le (D t : ℝ) (hD : 0 < D) (n₁ n₂ : Fin 3 → ℝ)
    (h₁ : n₁ ⬝ᵥ n₁ = 1) (h₂ : n₂ ⬝ᵥ n₂ = 1) :
    |lowerLevel D t (-(n₁ ⬝ᵥ n₂)) - lowerLevel D t (n₁ ⬝ᵥ n₂)| ≤
      2 * t ^ 2 * |n₁ ⬝ᵥ n₂| / D := by
  obtain ⟨hp, hm⟩ := overlap_bounds n₁ n₂ h₁ h₂
  unfold lowerLevel
  generalize n₁ ⬝ᵥ n₂ = c at *
  have hA : 0 ≤ 4 * t ^ 2 * (1 + c) := by positivity
  have hB : 0 ≤ 4 * t ^ 2 * (1 + -c) := by positivity
  have hP := Real.sq_sqrt (add_nonneg (sq_nonneg D) hA)
  have hQ := Real.sq_sqrt (add_nonneg (sq_nonneg D) hB)
  have hDP : D ≤ √(D ^ 2 + 4 * t ^ 2 * (1 + c)) := (Real.le_sqrt' hD).2 (by linarith)
  have hDQ : D ≤ √(D ^ 2 + 4 * t ^ 2 * (1 + -c)) := (Real.le_sqrt' hD).2 (by linarith)
  generalize √(D ^ 2 + 4 * t ^ 2 * (1 + c)) = P at *
  generalize √(D ^ 2 + 4 * t ^ 2 * (1 + -c)) = Q at *
  -- the difference of the two roots follows from the difference of their squares
  have e : |(P - Q) * (P + Q)| = |8 * t ^ 2 * c| := by
    congr 1
    linear_combination hP - hQ
  rw [abs_mul (P - Q) (P + Q), abs_mul (8 * t ^ 2) c,
    abs_of_nonneg (show 0 ≤ P + Q by linarith),
    abs_of_nonneg (show 0 ≤ 8 * t ^ 2 by positivity)] at e
  have hsplit : (D - Q) / 2 - (D - P) / 2 = (P - Q) / 2 := by ring
  rw [hsplit, abs_div, abs_two, le_div_iff₀ hD]
  have hmul := mul_le_mul_of_nonneg_left (show 2 * D ≤ P + Q by linarith) (abs_nonneg (P - Q))
  linarith

end

end LigandBridge
```

The same elimination treats two bridging ligands, both at D, with no hopping between them. If the second couples through t m₁ and t m₂, with unit vectors m₁ and m₂, the entries of VVᵀ add, and the two quadratics become

x(x − D) = t²(2 ± (n₁·n₂ + m₁·m₂)).

If both scalar products vanish, as for σ bonding through two right-angle bridges, the metal-like levels again stay unsplit.

```lean
#print axioms LigandBridge.ligand_elimination
#print axioms LigandBridge.charpoly_levels
#print axioms LigandBridge.no_splitting_iff
#print axioms LigandBridge.splitting_le
```

```
'LigandBridge.ligand_elimination' depends on axioms: [propext, Classical.choice, Quot.sound]
'LigandBridge.charpoly_levels' depends on axioms: [propext, Classical.choice, Quot.sound]
'LigandBridge.no_splitting_iff' depends on axioms: [propext, Classical.choice, Quot.sound]
'LigandBridge.splitting_le' depends on axioms: [propext, Classical.choice, Quot.sound]
```
